# Joint sampling of two real states bounds the overlap estimators, and sampling one state can give a norm estimator infinite variance

When an excited state is optimised by variational Monte Carlo with a penalty on its overlap with a lower state, each step needs an estimate of the normalised overlap. One way is to estimate the overlap integral and the norms from a single set of configurations, drawn either from one state, $\psi_1^2$, or from both, $\rho=\psi_1^2+\psi_2^2$. For two real functions of a single coordinate $x\in[a,b]$, the choice can decide whether the noise of the estimates is bounded. With $\rho$, the overlap estimator and both norm estimators have variance at most $1/4$ if the states are continuous and have no common zero. With $\psi_1^2$, the estimator of the other state's norm has infinite variance if $\psi_1$ has an isolated interior node at which it is differentiable and $\psi_2$ is continuous and non-zero.

```lean
import Mathlib

open Filter Topology MeasureTheory Set

namespace ExcitedStateSampling

noncomputable section
```

## Density, estimators and averages

The joint density needs no normalisation, and neither do the states:
$$\rho(x)=\psi_1(x)^2+\psi_2(x)^2 .$$

```lean
/-- The joint sampling density `ψ₁² + ψ₂²` of two real states. -/
def density (ψ₁ ψ₂ : ℝ → ℝ) (x : ℝ) : ℝ := ψ₁ x ^ 2 + ψ₂ x ^ 2
```

To estimate $\int_a^b\varphi\chi\,dx$ from samples of $\rho$, up to the common factor $1/\int_a^b\rho\,dx$, one records $\varphi\chi/\rho$ at each sample. Taking $\varphi$ and $\chi$ from the two states gives two norm estimators, $\psi_1^2/\rho$ and $\psi_2^2/\rho$, and the mixed estimator $\psi_1\psi_2/\rho$.

```lean
/-- The local estimator `φ χ / (ψ₁² + ψ₂²)` built from two functions `φ` and `χ`. -/
def est (φ χ ψ₁ ψ₂ : ℝ → ℝ) (x : ℝ) : ℝ := φ x * χ x / density ψ₁ ψ₂ x
```

The exact mean of $f$ under a weight $w$, which a long run would approach, is
$$\langle f\rangle_w=\frac{\int_a^b f\,w\,dx}{\int_a^b w\,dx}.$$

```lean
/-- The average of `f` over `[a, b]` with the unnormalized weight `w`. -/
def avg (a b : ℝ) (w f : ℝ → ℝ) : ℝ := (∫ x in a..b, f x * w x) / ∫ x in a..b, w x
```

The variance of a single sample is $\langle (f-\langle f\rangle_w)^2\rangle_w$.

```lean
/-- The variance of `f` over `[a, b]` with the unnormalized weight `w`. -/
def variance (a b : ℝ) (w f : ℝ → ℝ) : ℝ := avg a b w (fun x => (f x - avg a b w f) ^ 2)
```

The target is the normalised overlap
$$S=\frac{\int_a^b\psi_1\psi_2\,dx}{\sqrt{\int_a^b\psi_1^2\,dx\,\int_a^b\psi_2^2\,dx}} .$$

```lean
/-- The overlap of two real states on `[a, b]`, divided by their norms. -/
def overlap (a b : ℝ) (ψ₁ ψ₂ : ℝ → ℝ) : ℝ :=
  (∫ x in a..b, ψ₁ x * ψ₂ x) /
    √((∫ x in a..b, ψ₁ x * ψ₁ x) * ∫ x in a..b, ψ₂ x * ψ₂ x)
```

## Bounds at each configuration

If at least one state is non-zero at $x$, then $\rho(x)>0$, being a sum of squares of which one is positive.

```lean
variable {a b x₀ d : ℝ} {ψ₁ ψ₂ : ℝ → ℝ}

/-- The joint density is positive wherever the two states do not vanish together. -/
theorem density_pos {x : ℝ} (h : ψ₁ x ≠ 0 ∨ ψ₂ x ≠ 0) : 0 < density ψ₁ ψ₂ x := by
  unfold density
  rcases h with h | h <;> positivity
```

The norm estimators are then non-negative, and they sum to $\rho/\rho=1$, so neither exceeds 1. For the mixed one, $(\psi_1\pm\psi_2)^2\ge 0$ gives $\pm2\psi_1\psi_2\le\rho$, hence $|\psi_1\psi_2|/\rho\le 1/2$. The proof clears the denominator and passes these two squares to `nlinarith`.

```lean
/-- Away from common zeros the two norm estimators are non-negative and sum to one, and the
overlap estimator is at most `1/2` in absolute value. -/
theorem est_bounds {x : ℝ} (h : ψ₁ x ≠ 0 ∨ ψ₂ x ≠ 0) :
    0 ≤ est ψ₁ ψ₁ ψ₁ ψ₂ x ∧ 0 ≤ est ψ₂ ψ₂ ψ₁ ψ₂ x ∧
      est ψ₁ ψ₁ ψ₁ ψ₂ x + est ψ₂ ψ₂ ψ₁ ψ₂ x = 1 ∧ |est ψ₁ ψ₂ ψ₁ ψ₂ x| ≤ 1 / 2 := by
  have hρ := density_pos h
  refine ⟨div_nonneg (mul_self_nonneg _) hρ.le, div_nonneg (mul_self_nonneg _) hρ.le, ?_, ?_⟩
  · simp only [est]
    rw [← add_div, div_eq_one_iff_eq hρ.ne']
    unfold density
    ring
  · rw [est, abs_div, abs_of_pos hρ, div_le_iff₀ hρ, abs_le]
    unfold density
    constructor <;> nlinarith [sq_nonneg (ψ₁ x + ψ₂ x), sq_nonneg (ψ₁ x - ψ₂ x)]
```

## The overlap from three averages

In the numerator of the average, $\rho$ cancels at every point:
$$\Big\langle\frac{\varphi\chi}{\rho}\Big\rangle_\rho=\frac{1}{R}\int_a^b\varphi\chi\,dx,\qquad R=\int_a^b\rho\,dx .$$
The hypothesis `h0`, that the states have no common zero, gives $\rho\neq0$ throughout $[a,b]$ and so justifies the cancellation at every point. It is more than the identity requires, since isolated common zeros would not change the integrals.

```lean
/-- If the states have no common zero on `[a, b]`, the average over the joint density of the
estimator built from `φ` and `χ` is the integral of `φ χ` divided by the total weight. -/
theorem avg_est (hab : a < b) (h0 : ∀ x ∈ Icc a b, ψ₁ x ≠ 0 ∨ ψ₂ x ≠ 0) (φ χ : ℝ → ℝ) :
    avg a b (density ψ₁ ψ₂) (est φ χ ψ₁ ψ₂) =
      (∫ x in a..b, φ x * χ x) / ∫ x in a..b, density ψ₁ ψ₂ x := by
  unfold avg
  congr 1
  apply intervalIntegral.integral_congr
  intro x hx
  rw [uIcc_of_le hab.le] at hx
  exact div_mul_cancel₀ _ (density_pos (h0 x hx)).ne'
```

The total weight $R$ is unknown in a simulation, but it drops out of the ratio. With $N_{ij}=\int_a^b\psi_i\psi_j\,dx$,
$$\frac{N_{12}/R}{\sqrt{(N_{11}/R)(N_{22}/R)}}=\frac{N_{12}}{\sqrt{N_{11}N_{22}}}=S .$$
The hypotheses `n1` and `n2` say that neither state vanishes identically on the interval. By continuity $N_{11}$ and $N_{22}$ are then positive, so the square root is not zero. The theorem collects the pointwise bounds, the positivity of the averaged norm estimators and this identity.

```lean
/-- Sampling the joint density of two continuous states without common zeros, neither of them
identically zero: the norm estimators lie between 0 and 1, the overlap estimator between `-1/2` and
`1/2`, the averaged norm estimators are positive, and the averages give the normalized overlap. -/
theorem overlap_from_joint_sampling (hab : a < b)
    (h1 : ContinuousOn ψ₁ (Icc a b)) (h2 : ContinuousOn ψ₂ (Icc a b))
    (h0 : ∀ x ∈ Icc a b, ψ₁ x ≠ 0 ∨ ψ₂ x ≠ 0)
    (n1 : ∃ x ∈ Icc a b, ψ₁ x ≠ 0) (n2 : ∃ x ∈ Icc a b, ψ₂ x ≠ 0) :
    (∀ x ∈ Icc a b, est ψ₁ ψ₁ ψ₁ ψ₂ x ∈ Icc 0 1 ∧ est ψ₂ ψ₂ ψ₁ ψ₂ x ∈ Icc 0 1 ∧
      est ψ₁ ψ₁ ψ₁ ψ₂ x + est ψ₂ ψ₂ ψ₁ ψ₂ x = 1 ∧ |est ψ₁ ψ₂ ψ₁ ψ₂ x| ≤ 1 / 2) ∧
    0 < avg a b (density ψ₁ ψ₂) (est ψ₁ ψ₁ ψ₁ ψ₂) ∧
    0 < avg a b (density ψ₁ ψ₂) (est ψ₂ ψ₂ ψ₁ ψ₂) ∧
    overlap a b ψ₁ ψ₂ = avg a b (density ψ₁ ψ₂) (est ψ₁ ψ₂ ψ₁ ψ₂) /
      √(avg a b (density ψ₁ ψ₂) (est ψ₁ ψ₁ ψ₁ ψ₂) *
        avg a b (density ψ₁ ψ₂) (est ψ₂ ψ₂ ψ₁ ψ₂)) := by
  have hR : 0 < ∫ x in a..b, density ψ₁ ψ₂ x :=
    intervalIntegral.integral_pos hab ((h1.pow 2).add (h2.pow 2))
      (fun x hx => (density_pos (h0 x (Ioc_subset_Icc_self hx))).le)
      ⟨a, left_mem_Icc.2 hab.le, density_pos (h0 a (left_mem_Icc.2 hab.le))⟩
  -- a continuous state that is not identically zero has positive norm
  have norm_pos : ∀ ψ : ℝ → ℝ, ContinuousOn ψ (Icc a b) → (∃ x ∈ Icc a b, ψ x ≠ 0) →
      0 < ∫ x in a..b, ψ x * ψ x := by
    rintro ψ hψ ⟨x, hx, hne⟩
    exact intervalIntegral.integral_pos hab (hψ.mul hψ) (fun y _ => mul_self_nonneg _)
      ⟨x, hx, mul_self_pos.2 hne⟩
  have hA := norm_pos ψ₁ h1 n1
  have hB := norm_pos ψ₂ h2 n2
  refine ⟨fun x hx => ?_, ?_, ?_, ?_⟩
  · obtain ⟨p, q, s, t⟩ := est_bounds (h0 x hx)
    exact ⟨⟨p, by linarith⟩, ⟨q, by linarith⟩, s, t⟩
  · rw [avg_est hab h0]
    exact div_pos hA hR
  · rw [avg_est hab h0]
    exact div_pos hB hR
  · -- the unknown total weight cancels in the ratio
    rw [avg_est hab h0, avg_est hab h0, avg_est hab h0, div_mul_div_comm, ← sq,
      Real.sqrt_div (mul_pos hA hB).le, Real.sqrt_sq hR.le, div_div_div_cancel_right₀ hR.ne']
    rfl
```

## A variance of at most one quarter

Let $|f-c|\le 1/2$ on $[a,b]$ for some constant $c$, and let $m=\langle f\rangle_w$. Then
$$(f-m)^2=(f-c)^2+2(c-m)(f-c)+(c-m)^2 .$$
The first term is at most $1/4$, and $f-c$ averages to $m-c$, so
$$\langle(f-m)^2\rangle_w\le\tfrac14-2(c-m)^2+(c-m)^2=\tfrac14-(c-m)^2\le\tfrac14 .$$
The `calc` block follows the same route with unnormalised integrals: it bounds the integrand, integrates term by term and discards the square.

```lean
/-- A continuous function that stays within `1/2` of a constant has variance at most `1/4`
under any continuous positive weight. -/
theorem variance_le {w f : ℝ → ℝ} (hab : a < b) (hw : ContinuousOn w (Icc a b))
    (hw0 : ∀ x ∈ Icc a b, 0 < w x) (hf : ContinuousOn f (Icc a b)) (c : ℝ)
    (hc : ∀ x ∈ Icc a b, |f x - c| ≤ 1 / 2) : variance a b w f ≤ 1 / 4 := by
  have hR : 0 < ∫ x in a..b, w x :=
    intervalIntegral.integral_pos hab hw (fun x hx => (hw0 x (Ioc_subset_Icc_self hx)).le)
      ⟨a, left_mem_Icc.2 hab.le, hw0 a (left_mem_Icc.2 hab.le)⟩
  obtain ⟨m, hm⟩ : ∃ m, m = avg a b w f := ⟨_, rfl⟩
  have hfm : ∫ x in a..b, f x * w x = m * ∫ x in a..b, w x := by
    rw [hm, avg, div_mul_cancel₀ _ hR.ne']
  have i0 : IntervalIntegrable (fun x => (f x - m) ^ 2 * w x) volume a b :=
    ContinuousOn.intervalIntegrable_of_Icc hab.le (((hf.sub continuousOn_const).pow 2).mul hw)
  have i1 : IntervalIntegrable
      (fun x => (1 / 4 - 2 * c * (c - m) + (c - m) ^ 2) * w x) volume a b :=
    (ContinuousOn.intervalIntegrable_of_Icc hab.le hw).const_mul _
  have i2 : IntervalIntegrable (fun x => 2 * (c - m) * (f x * w x)) volume a b :=
    (ContinuousOn.intervalIntegrable_of_Icc hab.le (hf.mul hw)).const_mul _
  unfold variance
  rw [← hm, avg, div_le_iff₀ hR]
  calc ∫ x in a..b, (f x - m) ^ 2 * w x
      ≤ ∫ x in a..b, ((1 / 4 - 2 * c * (c - m) + (c - m) ^ 2) * w x
          + 2 * (c - m) * (f x * w x)) := by
        refine intervalIntegral.integral_mono_on hab.le i0 (i1.add i2) fun x hx => ?_
        obtain ⟨l, u⟩ := abs_le.1 (hc x hx)
        have hsq : (f x - c) ^ 2 ≤ 1 / 4 := by nlinarith
        nlinarith [mul_le_mul_of_nonneg_right hsq (hw0 x hx).le]
    _ = (1 / 4 - 2 * c * (c - m) + (c - m) ^ 2) * (∫ x in a..b, w x)
          + 2 * (c - m) * (m * ∫ x in a..b, w x) := by
        rw [intervalIntegral.integral_add i1 i2, intervalIntegral.integral_const_mul,
          intervalIntegral.integral_const_mul, hfm]
    _ ≤ 1 / 4 * ∫ x in a..b, w x := by
        nlinarith [mul_nonneg hR.le (sq_nonneg (c - m))]
```

The mixed estimator lies within $1/2$ of $c=0$, and each norm estimator within $1/2$ of $c=1/2$. For $n$ independent samples, elementary statistics then puts the standard error of each average at no more than $1/(2\sqrt n)$; correlated samples and the error of the final ratio need a separate analysis.

```lean
/-- For continuous states without common zeros, under the joint density the overlap estimator and
both norm estimators have variance at most `1/4`. -/
theorem joint_sampling_variance_le (hab : a < b)
    (h1 : ContinuousOn ψ₁ (Icc a b)) (h2 : ContinuousOn ψ₂ (Icc a b))
    (h0 : ∀ x ∈ Icc a b, ψ₁ x ≠ 0 ∨ ψ₂ x ≠ 0) :
    variance a b (density ψ₁ ψ₂) (est ψ₁ ψ₂ ψ₁ ψ₂) ≤ 1 / 4 ∧
    variance a b (density ψ₁ ψ₂) (est ψ₁ ψ₁ ψ₁ ψ₂) ≤ 1 / 4 ∧
    variance a b (density ψ₁ ψ₂) (est ψ₂ ψ₂ ψ₁ ψ₂) ≤ 1 / 4 := by
  have hw : ContinuousOn (density ψ₁ ψ₂) (Icc a b) := (h1.pow 2).add (h2.pow 2)
  have hp : ∀ x ∈ Icc a b, 0 < density ψ₁ ψ₂ x := fun x hx => density_pos (h0 x hx)
  have hn : ∀ x ∈ Icc a b, density ψ₁ ψ₂ x ≠ 0 := fun x hx => (hp x hx).ne'
  refine ⟨variance_le hab hw hp ((h1.mul h2).div hw hn) 0 fun x hx => ?_,
    variance_le hab hw hp ((h1.mul h1).div hw hn) (1 / 2) fun x hx => ?_,
    variance_le hab hw hp ((h2.mul h2).div hw hn) (1 / 2) fun x hx => ?_⟩ <;>
  obtain ⟨p, q, s, t⟩ := est_bounds (h0 x hx)
  · rwa [sub_zero]
  · exact abs_le.2 ⟨by linarith, by linarith⟩
  · exact abs_le.2 ⟨by linarith, by linarith⟩
```

## Divergence at a node of the sampled state

Now let the samples come from $\psi_1^2$ alone. The mixed estimator becomes $\psi_2/\psi_1$, whose second moment involves only $\int\psi_2^2\,dx$ and stays finite. The norm estimator becomes $\psi_2^2/\psi_1^2$, and its second moment involves $\int\psi_2^4/\psi_1^2\,dx$.

Let $\psi_1(x_0)=0$ with $\psi_1$ differentiable at $x_0$, and let $g$ be continuous at $x_0$ with $g(x_0)\ne0$. Close to $x_0$ there is a constant $C>0$ with $|\psi_1(x)|\le C|x-x_0|$, while $g(x)^2>g(x_0)^2/2$ and $|x-x_0|<1$. Wherever $\psi_1(x)\neq0$ it follows that
$$\frac{g(x)^2}{\psi_1(x)^2}\ \ge\ \frac{g(x_0)^2}{2C^2|x-x_0|^2}\ \ge\ \frac{g(x_0)^2}{2C^2}\,\frac{1}{|x-x_0|},$$
and the right-hand side has a logarithmically divergent integral.

A mistake that is quickly made here is to suppose that a differentiable zero is enough. If $\psi_1$ vanishes on a whole stretch around $x_0$ and rises at its ends like the fourth root of the distance, that stretch is never sampled and the integral over the rest can be finite; the estimate is then biased instead of infinitely noisy. (Such a function has infinite kinetic energy, so it is a mathematical counter-example and not a physically admissible state.) The hypothesis `hiso` excludes this by requiring $\psi_1\neq0$ at all points near $x_0$ other than $x_0$ itself. A non-zero slope guarantees it.

```lean
/-- If `ψ₁` is differentiable at an isolated interior node where the continuous function `g`
is non-zero, then `g² / ψ₁²` is not integrable. -/
theorem not_integrable_at_node {g : ℝ → ℝ} (hx : x₀ ∈ Ioo a b) (hd : HasDerivAt ψ₁ d x₀)
    (h0 : ψ₁ x₀ = 0) (hiso : ∀ᶠ x in 𝓝[≠] x₀, ψ₁ x ≠ 0)
    (hg : ContinuousAt g x₀) (hg0 : g x₀ ≠ 0) :
    ¬ IntervalIntegrable (fun x => g x ^ 2 / ψ₁ x ^ 2) volume a b := by
  obtain ⟨C, hCpos, hC⟩ := hd.hasFDerivAt.isBigO_sub.exists_pos
  have hm : 0 < g x₀ ^ 2 / 2 := by positivity
  have hg2 : Tendsto (fun x => g x ^ 2) (𝓝 x₀) (𝓝 (g x₀ ^ 2)) := Filter.Tendsto.pow hg 2
  have hgev : ∀ᶠ x in 𝓝 x₀, g x₀ ^ 2 / 2 < g x ^ 2 :=
    hg2.eventually (lt_mem_nhds (by linarith))
  have hnear : ∀ᶠ x in 𝓝 x₀, |x - x₀| < 1 := by
    filter_upwards [Metric.ball_mem_nhds x₀ one_pos] with x hx
    simpa [Real.dist_eq] using hx
  -- the integrand dominates a multiple of `1 / |x - x₀|`
  refine not_intervalIntegrable_of_sub_inv_isBigO_punctured
    (Asymptotics.IsBigO.of_bound (C ^ 2 / (g x₀ ^ 2 / 2)) ?_) (hx.1.trans hx.2).ne
    (by rw [uIcc_of_le (hx.1.trans hx.2).le]; exact ⟨hx.1.le, hx.2.le⟩)
  filter_upwards [hC.bound.filter_mono nhdsWithin_le_nhds, hgev.filter_mono nhdsWithin_le_nhds,
    hnear.filter_mono nhdsWithin_le_nhds, hiso, self_mem_nhdsWithin] with x k1 k2 k3 k4 k5
  have ht : 0 < |x - x₀| := abs_pos.mpr (sub_ne_zero.mpr k5)
  simp only [h0, sub_zero, Real.norm_eq_abs] at k1
  have hψ : 0 < ψ₁ x ^ 2 := by positivity
  have hsq : ψ₁ x ^ 2 ≤ C ^ 2 * |x - x₀| := by
    calc ψ₁ x ^ 2 = |ψ₁ x| ^ 2 := (sq_abs _).symm
      _ ≤ (C * |x - x₀|) ^ 2 := pow_le_pow_left₀ (abs_nonneg _) k1 2
      _ = C ^ 2 * |x - x₀| * |x - x₀| := by ring
      _ ≤ C ^ 2 * |x - x₀| := mul_le_of_le_one_right (by positivity) k3.le
  rw [norm_inv, Real.norm_eq_abs (x - x₀),
    Real.norm_of_nonneg (div_nonneg (sq_nonneg (g x)) hψ.le),
    div_mul_div_comm, inv_eq_one_div, div_le_div_iff₀ ht (mul_pos hm hψ)]
  calc 1 * (g x₀ ^ 2 / 2 * ψ₁ x ^ 2) = g x₀ ^ 2 / 2 * ψ₁ x ^ 2 := one_mul _
    _ ≤ g x ^ 2 * (C ^ 2 * |x - x₀|) := mul_le_mul k2.le hsq hψ.le (sq_nonneg _)
    _ = C ^ 2 * g x ^ 2 * |x - x₀| := by ring
```

With $g=\psi_2^2$ this covers $\psi_2^4/\psi_1^2$. For the squared deviation from a constant $m$, write
$$\Big(\frac{\psi_2^2}{\psi_1^2}-m\Big)^2\psi_1^2=\frac{(\psi_2^2-m\psi_1^2)^2}{\psi_1^2}$$
away from the node and take $g=\psi_2^2-m\psi_1^2$, which equals $\psi_2(x_0)^2\ne0$ at $x_0$. Since $m$ is arbitrary, the true mean is included. For continuous states the integrand is non-negative and measurable, so failure of integrability means an infinite variance. The theorem is stated with `IntervalIntegrable` and not with `variance`, because Lean assigns the value 0 to the integral of a non-integrable function.

```lean
/-- At an isolated interior node of `ψ₁` where `ψ₁` is differentiable and `ψ₂` is continuous and
non-zero, `ψ₂⁴ / ψ₁²` is not integrable, and neither is the squared deviation of `ψ₂² / ψ₁²` from
any constant, weighted by `ψ₁²`. -/
theorem infinite_variance_at_node (hx : x₀ ∈ Ioo a b) (hd : HasDerivAt ψ₁ d x₀)
    (h0 : ψ₁ x₀ = 0) (hiso : ∀ᶠ x in 𝓝[≠] x₀, ψ₁ x ≠ 0)
    (h2 : ContinuousAt ψ₂ x₀) (hne : ψ₂ x₀ ≠ 0) :
    ¬ IntervalIntegrable (fun x => ψ₂ x ^ 4 / ψ₁ x ^ 2) volume a b ∧
    ∀ m : ℝ, ¬ IntervalIntegrable
      (fun x => (ψ₂ x ^ 2 / ψ₁ x ^ 2 - m) ^ 2 * ψ₁ x ^ 2) volume a b := by
  constructor
  · have e : (fun x => ψ₂ x ^ 4 / ψ₁ x ^ 2) = fun x => (ψ₂ x ^ 2) ^ 2 / ψ₁ x ^ 2 := by
      funext x
      ring
    rw [e]
    exact not_integrable_at_node (g := fun x => ψ₂ x ^ 2) hx hd h0 hiso (h2.pow 2)
      (pow_ne_zero 2 hne)
  · intro m
    have e : (fun x => (ψ₂ x ^ 2 / ψ₁ x ^ 2 - m) ^ 2 * ψ₁ x ^ 2) =
        fun x => (ψ₂ x ^ 2 - m * ψ₁ x ^ 2) ^ 2 / ψ₁ x ^ 2 := by
      funext x
      by_cases h : ψ₁ x = 0
      · simp [h]
      · field_simp
    rw [e]
    exact not_integrable_at_node (g := fun x => ψ₂ x ^ 2 - m * ψ₁ x ^ 2) hx hd h0 hiso
      ((h2.pow 2).sub (continuousAt_const.mul (hd.continuousAt.pow 2))) (by simp [h0, hne])
```

## A particle in a box

On $[0,\pi]$ the two lowest box states are $\sqrt{2/\pi}\,\sin x$ and $\sqrt{2/\pi}\,\sin 2x$; the code omits the prefactors. Let the excited state be sampled to estimate the norm of the ground state. At $x_0=\pi/2$ the function $\sin2x$ vanishes with slope $2\cos\pi=-2$, so the node is isolated, and $\sin x_0=1$. The second moment shows the divergence directly:
$$\frac{\sin^4x}{\sin^22x}=\frac{\tan^2x}{4}.$$
Both states vanish at the walls, so the theorems on joint sampling apply to this pair on closed intervals inside $(0,\pi)$, not on $[0,\pi]$ itself.

```lean
/-- For the box states `sin x` and `sin 2x` on `[0, π]`, the squared deviation of
`sin² x / sin² 2x` from any constant, weighted by `sin² 2x`, is not integrable. -/
theorem box_infinite_variance (m : ℝ) :
    ¬ IntervalIntegrable (fun x => (Real.sin x ^ 2 / Real.sin (2 * x) ^ 2 - m) ^ 2 *
      Real.sin (2 * x) ^ 2) volume 0 Real.pi := by
  have hpi : (2 : ℝ) * (Real.pi / 2) = Real.pi := by ring
  have hd : HasDerivAt (fun x : ℝ => Real.sin (2 * x)) (-2) (Real.pi / 2) := by
    refine HasDerivAt.congr_deriv (((hasDerivAt_id' (Real.pi / 2)).const_mul (2 : ℝ)).sin) ?_
    rw [hpi, Real.cos_pi]
    norm_num
  exact (infinite_variance_at_node (ψ₁ := fun x => Real.sin (2 * x)) (ψ₂ := Real.sin)
    ⟨by linarith [Real.pi_pos], by linarith [Real.pi_pos]⟩ hd
    (by show Real.sin (2 * (Real.pi / 2)) = 0; rw [hpi, Real.sin_pi])
    (hd.eventually_ne (by norm_num)) Real.continuous_sin.continuousAt
    (by rw [Real.sin_pi_div_two]; exact one_ne_zero)).2 m

end

end ExcitedStateSampling
```

```lean
#print axioms ExcitedStateSampling.overlap_from_joint_sampling
#print axioms ExcitedStateSampling.joint_sampling_variance_le
#print axioms ExcitedStateSampling.box_infinite_variance
```

```
'ExcitedStateSampling.overlap_from_joint_sampling' depends on axioms: [propext, Classical.choice, Quot.sound]
'ExcitedStateSampling.joint_sampling_variance_le' depends on axioms: [propext, Classical.choice, Quot.sound]
'ExcitedStateSampling.box_infinite_variance' depends on axioms: [propext, Classical.choice, Quot.sound]
```
